# With equal patches, a DCA diagram is a rescaled cluster sum of averaged propagators

In the dynamical cluster approximation (DCA), a diagram sums products of propagators over the lattice momenta of its lines, with only cluster momentum conserved at the vertices. Suppose a code replaces this unnormalised sum by a sum over cluster momenta of products of patch-averaged propagators, but leaves out the common patch size \(p>1\). A nonzero diagram with \(n\) lines then comes out too small by a factor \(p^n\). Diagrams with different numbers of lines get the wrong relative weight, which no overall rescaling repairs.

## The identity and its prefactor

Let \(G\) be the finite set of lattice momenta, \(C\) the finite abelian group of cluster momenta, and \(M:G\to C\) the map that assigns each lattice momentum to a patch. Line \(i\) of a diagram carries a propagator \(g_i:G\to\mathbb C\), and the integer \(s_{vi}\) says how line \(i\) enters or leaves vertex \(v\). Write \(\bar g_i(K)\) for the average of \(g_i\) over the patch of \(K\). If every patch contains \(p\) momenta, then

\[
\sum_{\substack{k_1,\dots,k_n\in G\\ \sum_i s_{vi}M(k_i)=0\ \forall v}}\prod_i g_i(k_i)
= p^n\sum_{\substack{K_1,\dots,K_n\in C\\ \sum_i s_{vi}K_i=0\ \forall v}}\prod_i\bar g_i(K_i).
\]

When \(G\) is an abelian group and the patches are the cosets of a subgroup \(H\), the condition on the left becomes \(\sum_i s_{vi}k_i\in H\), and \(p=|H|\). The contiguous patches usual in DCA are in general not cosets, but the identity above holds for them too if they have equal size.

## Where a code relies on it

A DCA code for a Hubbard model uses this identity when it evaluates a diagram from coarse-grained propagators on the cluster, here for finite momentum grids and equal patches. With \(N=|G|\) and \(N_c=|C|\), we have \(N=pN_c\). If each of the \(n\) sums over a line momentum carries \(1/N\) on the lattice and \(1/N_c\) on the cluster, the factor \(p^n\) is absorbed. If the cluster sums carry \(1/N\) as well, the factor is needed again.

## From lattice tuples to patch averages

Let \(F(K_1,\dots,K_n)\) be any weight that depends only on cluster momenta. Group the lattice tuples by their labels \(K_i=M(k_i)\). Within a group \(F\) is constant and each \(k_i\) runs freely over its own patch, so

\[
\sum_k F(M(k_1),\dots,M(k_n))\prod_i g_i(k_i)
=\sum_K F(K)\prod_i\ \sum_{q:\,M(q)=K_i} g_i(q).
\]

Take \(F=1\) when cluster momentum is conserved at every vertex and \(F=0\) otherwise. Each patch sum equals \(p\,\bar g_i(K_i)\), and the \(n\) factors of \(p\) come out in front.

For cosets, \(h\mapsto a+h\) is a bijection from \(H\) to the coset of \(a\), so all patches have size \(|H|\). The quotient map is additive, so \(\sum_i s_{vi}K_i=0\) in \(G/H\) exactly when \(\sum_i s_{vi}k_i\in H\).

**Unequal patches break the common prefactor.** Take patches \(\{0\}\) and \(\{1,2\}\), labelled by the two elements of \(\mathbb Z_2\), and two lines constrained by \(K_1-K_2=0\). If both propagators are 1 everywhere, the lattice sum is \(1+4=5\) and the cluster sum is 2. If both are 1 at momentum 0 and vanish elsewhere, both sums are 1. No single prefactor fits both cases.

## The Lean file

```lean
import Mathlib

open Finset
open scoped Classical

namespace DCALaueRule

noncomputable section

variable {ι V G C : Type*} [Fintype ι] [Fintype G]

/-- The patch of lattice momenta that the map `M` assigns to the cluster momentum `K`. -/
def patch (M : G → C) (K : C) : Finset G := univ.filter (fun k => M k = K)

/-- The coarse-grained propagator: the average of `g` over the patch of `K`. -/
def coarse (M : G → C) (g : G → ℂ) (K : C) : ℂ :=
  (∑ k ∈ patch M K, g k) / ((patch M K).card : ℂ)

/-- Momentum conservation at every vertex `v` of a diagram, where `s v i` is the
incidence number of line `i` at `v`. -/
def Conserved [AddCommGroup C] (s : V → ι → ℤ) (K : ι → C) : Prop :=
  ∀ v, ∑ i, s v i • K i = 0

variable [DecidableEq ι]

/-- The DCA value of a diagram: the sum over lattice momenta of the product of propagators,
with only the cluster momenta conserved at the vertices. -/
def dcaDiagram [AddCommGroup C] (M : G → C) (s : V → ι → ℤ) (g : ι → G → ℂ) : ℂ :=
  ∑ k : ι → G with Conserved s (fun i => M (k i)), ∏ i, g i (k i)

omit [Fintype ι] [DecidableEq ι] in
/-- The sum of a propagator over a patch is the patch size times the coarse-grained
propagator. -/
theorem sum_patch (M : G → C) (g : G → ℂ) (K : C) :
    ∑ k ∈ patch M K, g k = ((patch M K).card : ℂ) * coarse M g K := by
  by_cases h : patch M K = ∅
  · simp [h]
  · have h0 : ((patch M K).card : ℂ) ≠ 0 :=
      Nat.cast_ne_zero.mpr (Finset.card_ne_zero.mpr (Finset.nonempty_iff_ne_empty.mpr h))
    unfold coarse
    field_simp

/-- If the weight `F` depends on cluster momenta only, the lattice momentum sum equals the sum over
cluster momenta of `F` times a product of patch sums, one for each line. -/
theorem sum_cluster_weight [Fintype C] (M : G → C) (F : (ι → C) → ℂ) (g : ι → G → ℂ) :
    ∑ k : ι → G, F (fun i => M (k i)) * ∏ i, g i (k i)
      = ∑ K : ι → C, F K * ∏ i, ∑ q ∈ patch M (K i), g i q := by
  -- group the momentum tuples by their cluster labels
  refine (Finset.sum_fiberwise univ (fun (k : ι → G) i => M (k i)) _).symm.trans ?_
  refine Finset.sum_congr rfl fun K _ => ?_
  rw [Finset.prod_univ_sum, Finset.mul_sum]
  refine Finset.sum_congr ?_ ?_
  · ext k
    simp [patch, funext_iff]
  · intro k hk
    have h : (fun i => M (k i)) = K :=
      funext fun i => by simpa [patch] using Fintype.mem_piFinset.mp hk i
    subst h
    rfl

/-- A DCA diagram is the sum over conserved cluster momenta of products of patch sums. -/
theorem dcaDiagram_eq_patch_sums [AddCommGroup C] [Fintype C]
    (M : G → C) (s : V → ι → ℤ) (g : ι → G → ℂ) :
    dcaDiagram M s g
      = ∑ K : ι → C with Conserved s K, ∏ i, ∑ q ∈ patch M (K i), g i q := by
  -- the weight is the indicator of cluster momentum conservation
  have h := sum_cluster_weight M (fun K => if Conserved s K then 1 else 0) g
  simp only [ite_mul, one_mul, zero_mul] at h
  rw [dcaDiagram, Finset.sum_filter, h, Finset.sum_filter]

/-- With `p` lattice momenta in every patch, a diagram equals `p` to the number of lines times the
cluster diagram built from coarse-grained propagators. -/
theorem dca_laue_rule [AddCommGroup C] [Fintype C]
    (M : G → C) (s : V → ι → ℤ) (g : ι → G → ℂ) (p : ℕ)
    (hp : ∀ K, (patch M K).card = p) :
    dcaDiagram M s g = (p : ℂ) ^ Fintype.card ι *
      ∑ K : ι → C with Conserved s K, ∏ i, coarse M (g i) (K i) := by
  rw [dcaDiagram_eq_patch_sums, Finset.mul_sum]
  refine Finset.sum_congr rfl fun K _ => ?_
  simp only [sum_patch, hp, Finset.prod_mul_distrib, Finset.prod_const, Finset.card_univ]

omit [Fintype ι] [DecidableEq ι] in
/-- Every coset of a subgroup `H` of lattice momenta is a patch of size `card H`. -/
theorem card_coset_patch [AddCommGroup G] (H : AddSubgroup G) (K : G ⧸ H) :
    (patch (fun k : G => (k : G ⧸ H)) K).card = Nat.card H := by
  obtain ⟨a, rfl⟩ := QuotientAddGroup.mk_surjective K
  -- translation by `a` carries `H` onto the coset of `a`
  have hmem : ∀ k : G, k ∈ patch (fun k : G => (k : G ⧸ H)) (a : G ⧸ H) ↔ -a + k ∈ H := by
    intro k
    simp only [patch, Finset.mem_filter, Finset.mem_univ, true_and]
    rw [eq_comm]
    exact QuotientAddGroup.eq
  let e : H ≃ ↥(patch (fun k : G => (k : G ⧸ H)) (a : G ⧸ H)) :=
    { toFun := fun h => ⟨a + h.1, (hmem _).mpr (by rw [neg_add_cancel_left]; exact h.2)⟩
      invFun := fun k => ⟨-a + k.1, (hmem _).mp k.2⟩
      left_inv := fun h => Subtype.ext (neg_add_cancel_left a h.1)
      right_inv := fun k => Subtype.ext (add_neg_cancel_left a k.1) }
  rw [Nat.card_congr e, Nat.card_eq_fintype_card, Fintype.card_coe]

/-- For coset patches, the diagram with lattice momentum conserved modulo `H` at each vertex equals
`card H` to the number of lines times the diagram of coset averages on `G ⧸ H`. -/
theorem dca_laue_rule_subgroup [AddCommGroup G] (H : AddSubgroup G) [Fintype (G ⧸ H)]
    (s : V → ι → ℤ) (g : ι → G → ℂ) :
    ∑ k : ι → G with (∀ v, ∑ i, s v i • k i ∈ H), ∏ i, g i (k i)
      = (Nat.card H : ℂ) ^ Fintype.card ι *
        ∑ K : ι → G ⧸ H with Conserved s K,
          ∏ i, coarse (fun k : G => (k : G ⧸ H)) (g i) (K i) := by
  have key : ∀ k : ι → G,
      Conserved s (fun i => (k i : G ⧸ H)) ↔ ∀ v, ∑ i, s v i • k i ∈ H := by
    intro k
    unfold Conserved
    refine forall_congr' fun v => ?_
    have h : ((∑ i, s v i • k i : G) : G ⧸ H) = ∑ i, s v i • (k i : G ⧸ H) := by
      change QuotientAddGroup.mk' H _ = _
      rw [map_sum]
      exact Finset.sum_congr rfl fun i _ => map_zsmul (QuotientAddGroup.mk' H) _ _
    rw [← h]
    exact QuotientAddGroup.eq_zero_iff _
  rw [← dca_laue_rule (fun k : G => (k : G ⧸ H)) s g (Nat.card H) (card_coset_patch H)]
  unfold dcaDiagram
  refine Finset.sum_congr ?_ (fun _ _ => rfl)
  ext k
  simp only [Finset.mem_filter, Finset.mem_univ, true_and]
  exact (key k).symm

/-- Replacing every propagator by its patch average leaves a DCA diagram unchanged,
also when the patches differ in size. -/
theorem dcaDiagram_coarse [AddCommGroup C] [Fintype C]
    (M : G → C) (s : V → ι → ℤ) (g : ι → G → ℂ) :
    dcaDiagram M s (fun i k => coarse M (g i) (M k)) = dcaDiagram M s g := by
  rw [dcaDiagram_eq_patch_sums, dcaDiagram_eq_patch_sums]
  refine Finset.sum_congr rfl fun K _ => Finset.prod_congr rfl fun i _ => ?_
  -- the averaged propagator is constant on the patch
  have h : ∀ q ∈ patch M (K i), coarse M (g i) (M q) = coarse M (g i) (K i) := by
    intro q hq
    rw [(Finset.mem_filter.mp hq).2]
  rw [Finset.sum_congr rfl h, Finset.sum_const, nsmul_eq_mul, sum_patch M (g i) (K i)]

/-- With a single patch, all lines of a diagram decouple into independent momentum sums. -/
theorem dcaDiagram_single_patch (s : V → ι → ℤ) (g : ι → G → ℂ) :
    dcaDiagram (fun _ : G => ()) s g = ∏ i, ∑ k, g i k := by
  rw [dcaDiagram, Finset.filter_true_of_mem, Finset.prod_univ_sum, Fintype.piFinset_univ]
  exact fun k _ v => Subsingleton.elim _ _

/-- A propagator on two lattice momenta with values `1` and `-1`. -/
def staggered (k : ZMod 2) : ℂ := if k = 0 then 1 else -1

/-- For two staggered lines meeting at one vertex, exact momentum conservation gives `2`,
whereas the single-patch diagram vanishes. -/
theorem exact_ne_single_patch :
    dcaDiagram (fun k : ZMod 2 => k) (fun _ : Unit => ![1, -1])
        (fun _ : Fin 2 => staggered) = 2 ∧
      dcaDiagram (fun _ : ZMod 2 => ()) (fun _ : Unit => ![1, -1])
        (fun _ : Fin 2 => staggered) = 0 := by
  have hs : ∀ f : ZMod 2 → ℂ, ∑ k, f k = f 0 + f 1 := fun f => Fin.sum_univ_two f
  constructor
  · rw [dcaDiagram, Finset.sum_filter, ← (finTwoArrowEquiv (ZMod 2)).symm.sum_comp,
      Fintype.sum_prod_type]
    simp only [hs]
    norm_num [Conserved, staggered, Fin.sum_univ_two, finTwoArrowEquiv]
  · rw [dcaDiagram_single_patch]
    simp [hs, staggered]

/-- Two contiguous patches, `{0, 1}` and `{2, 3}`, on a ring of four lattice momenta. -/
def blockPatch (k : ZMod 4) : ZMod 2 := if k.val < 2 then 0 else 1

/-- The contiguous patches of `blockPatch` both have size two, and `blockPatch` does not
preserve addition of momenta. -/
theorem blockPatch_witness :
    (∀ K, (patch blockPatch K).card = 2) ∧
      blockPatch (1 + 1) ≠ blockPatch 1 + blockPatch 1 := by
  have h : ∀ K : ZMod 2, (univ.filter (fun k : ZMod 4 => blockPatch k = K)).card = 2 := by
    decide
  refine ⟨fun K => ?_, by decide⟩
  unfold patch
  convert h K

end

end DCALaueRule
```

```lean
#print axioms DCALaueRule.dcaDiagram_eq_patch_sums
#print axioms DCALaueRule.dca_laue_rule_subgroup
#print axioms DCALaueRule.dcaDiagram_coarse
#print axioms DCALaueRule.exact_ne_single_patch
```

```
'DCALaueRule.dcaDiagram_eq_patch_sums' depends on axioms: [propext, Classical.choice, Quot.sound]
'DCALaueRule.dca_laue_rule_subgroup' depends on axioms: [propext, Classical.choice, Quot.sound]
'DCALaueRule.dcaDiagram_coarse' depends on axioms: [propext, Classical.choice, Quot.sound]
'DCALaueRule.exact_ne_single_patch' depends on axioms: [propext, Classical.choice, Quot.sound]
```

## What is proved, and for which diagrams

In `dca_laue_rule`, `ι` indexes the lines, `V` the vertices, and `hp` is the equal-patch hypothesis. `dcaDiagram` is the left-hand sum, `Conserved` the vertex condition and `coarse` the patch average, which Lean sets to zero on an empty patch. `M` need not be additive: `blockPatch_witness` gives two contiguous patches of equal size on a ring of four momenta for which it is not.

`sum_cluster_weight` does the grouping with `Finset.sum_fiberwise` and the factorisation with `Finset.prod_univ_sum`. `dcaDiagram_eq_patch_sums` inserts the conservation indicator, and `sum_patch` turns sums into averages. `dca_laue_rule_subgroup` combines the general rule with `card_coset_patch` and the equivalence `key`; a one-element `V` gives a single conservation condition.

`dcaDiagram_coarse` shows that replacing every propagator by its patch average leaves the diagram unchanged, even with unequal patches, and `dcaDiagram_single_patch` shows that one patch decouples all lines.

The identity is exact for the DCA sum, but it does not bound the distance to the lattice diagram. In `exact_ne_single_patch`, exact conservation gives 2 and a single patch gives 0. The diagrams are finite momentum sums without external momenta; frequency sums, symmetry factors, the diagram series and DCA self-consistency are not modelled. An interaction that varies inside a patch is covered only if it enters as a line with its own momentum, which is then averaged and counted in \(n\) like the others; a weight \(F\) may depend only on cluster momenta.
